# Kohler's rule for a common scattering scale, and two compensated Drude metals with different Kohler curves

A single Drude band of electrons in the plane, with friction coefficient $c$ and in units where its charge density has magnitude 1, has the resistivity matrix $\begin{pmatrix} c & B\\ -B & c\end{pmatrix} = c\begin{pmatrix} 1 & B/c\\ -B/c & 1\end{pmatrix}$, so changing $c$ only rescales the resistivity and replaces the magnetic field $B$ by $B/c$. The Lean file below proves this scaling for finite linearised Boltzmann models in which all scattering rates share one nonzero factor $c$ and the resistivity exists, and it shows that two compensated Drude metals with equal zero-field resistivity can have different magnetoresistance.

```lean
import Mathlib

open Matrix

namespace KohlerRule

noncomputable section

variable {d m : Type*} [Fintype d] [DecidableEq d] [Fintype m] [DecidableEq m]

/-- `ρ` is the resistivity at scattering scale `c` and field `B`: the Boltzmann operator
`c L + B Ω` has an inverse `G`, and `ρ` inverts the conductivity `V G Vᵀ`, where the rows
of `V` are the velocity components. -/
def IsResistivity (V : Matrix d m ℝ) (L Ω : Matrix m m ℝ) (c B : ℝ)
    (ρ : Matrix d d ℝ) : Prop :=
  ∃ G : Matrix m m ℝ, (c • L + B • Ω) * G = 1 ∧ ρ * (V * G * Vᵀ) = 1

/-- If the Boltzmann operator and the conductivity are invertible, the inverse of the
conductivity is the resistivity. -/
theorem isResistivity_inv (V : Matrix d m ℝ) (L Ω : Matrix m m ℝ) (c B : ℝ)
    (hK : IsUnit (c • L + B • Ω).det)
    (hσ : IsUnit (V * (c • L + B • Ω)⁻¹ * Vᵀ).det) :
    IsResistivity V L Ω c B (V * (c • L + B • Ω)⁻¹ * Vᵀ)⁻¹ :=
  ⟨(c • L + B • Ω)⁻¹, Matrix.mul_nonsing_inv _ hK, Matrix.nonsing_inv_mul _ hσ⟩

/-- A metal has at most one resistivity tensor at given scattering scale and field. -/
theorem resistivity_unique {V : Matrix d m ℝ} {L Ω : Matrix m m ℝ} {c B : ℝ}
    {ρ ρ' : Matrix d d ℝ} (h : IsResistivity V L Ω c B ρ)
    (h' : IsResistivity V L Ω c B ρ') : ρ = ρ' := by
  obtain ⟨G, hG, hρ⟩ := h
  obtain ⟨G', hG', hρ'⟩ := h'
  have e : G = G' := left_inv_eq_right_inv (mul_eq_one_comm.mp hG) hG'
  subst e
  exact left_inv_eq_right_inv hρ (mul_eq_one_comm.mp hρ')

/-- Dividing the resistivity at `(c, B)` by `c` gives the resistivity at `(1, B / c)`. -/
theorem resistivity_rescale {V : Matrix d m ℝ} {L Ω : Matrix m m ℝ} {c B : ℝ}
    {ρ : Matrix d d ℝ} (hc : c ≠ 0) (h : IsResistivity V L Ω c B ρ) :
    IsResistivity V L Ω 1 (B / c) (c⁻¹ • ρ) := by
  obtain ⟨G, hG, hρ⟩ := h
  refine ⟨c • G, ?_, ?_⟩
  · -- the scale `c` factors out of the Boltzmann operator
    have e : c • ((1 : ℝ) • L + (B / c) • Ω) = c • L + B • Ω := by
      rw [smul_add, smul_smul, smul_smul, mul_one, show c * (B / c) = B by field_simp]
    rw [Matrix.mul_smul, ← Matrix.smul_mul, e, hG]
  · simp only [Matrix.mul_smul, Matrix.smul_mul, smul_smul, mul_inv_cancel₀ hc, one_smul]
    exact hρ

/-- **Kohler's rule**: the resistivity tensors satisfy `ρ(c, B) = c ρ(1, B / c)`. -/
theorem kohler_rule {V : Matrix d m ℝ} {L Ω : Matrix m m ℝ} {c B : ℝ}
    {ρ ρ' : Matrix d d ℝ} (hc : c ≠ 0) (h : IsResistivity V L Ω c B ρ)
    (h' : IsResistivity V L Ω 1 (B / c) ρ') : ρ = c • ρ' := by
  rw [← resistivity_unique (resistivity_rescale hc h) h', smul_smul,
    mul_inv_cancel₀ hc, one_smul]

/-- Two samples that differ only in the scattering scale have the same relative
magnetoresistance `F` along an axis `a` when their ratios of field to zero-field
resistivity agree. -/
theorem kohler_plot {V : Matrix d m ℝ} {L Ω : Matrix m m ℝ} {c₁ c₂ B₁ B₂ F : ℝ}
    {ρ₁ ρ₂ r₁ r₂ : Matrix d d ℝ} (hc₁ : c₁ ≠ 0) (hc₂ : c₂ ≠ 0)
    (h₁ : IsResistivity V L Ω c₁ B₁ ρ₁) (h₂ : IsResistivity V L Ω c₂ B₂ ρ₂)
    (z₁ : IsResistivity V L Ω c₁ 0 r₁) (z₂ : IsResistivity V L Ω c₂ 0 r₂)
    (a : d) (hr : r₁ a a ≠ 0) (hB : B₁ / r₁ a a = B₂ / r₂ a a)
    (hF : ρ₁ a a = r₁ a a * (1 + F)) : ρ₂ a a = r₂ a a * (1 + F) := by
  -- the zero-field resistivities are in the ratio of the scattering scales
  have k₁ := resistivity_rescale hc₁ z₁
  have k₂ := resistivity_rescale hc₂ z₂
  rw [zero_div] at k₁ k₂
  have e₀ : c₁⁻¹ * r₁ a a = c₂⁻¹ * r₂ a a := by
    have := congrFun (congrFun (resistivity_unique k₁ k₂) a) a
    simpa only [Matrix.smul_apply, smul_eq_mul] using this
  have er : r₂ a a = c₂ * (c₁⁻¹ * r₁ a a) := by
    rw [e₀, mul_inv_cancel_left₀ hc₂]
  -- hence both samples sit at the same reduced field
  have hb : B₁ / c₁ = B₂ / c₂ := by
    calc B₁ / c₁ = B₁ / r₁ a a * (r₁ a a / c₁) := by field_simp
      _ = B₂ / (c₂ * (c₁⁻¹ * r₁ a a)) * (r₁ a a / c₁) := by rw [hB, er]
      _ = B₂ / c₂ := by field_simp
  have k := resistivity_rescale hc₁ h₁
  rw [hb] at k
  have e : c₁⁻¹ * ρ₁ a a = c₂⁻¹ * ρ₂ a a := by
    have := congrFun (congrFun (resistivity_unique k (resistivity_rescale hc₂ h₂)) a) a
    simpa only [Matrix.smul_apply, smul_eq_mul] using this
  have eρ : ρ₂ a a = c₂ * (c₁⁻¹ * ρ₁ a a) := by
    rw [e, mul_inv_cancel_left₀ hc₂]
  rw [eρ, hF, er]
  ring

/-- The total current is the sum of the electron and hole currents in the plane. -/
def bandSum : Matrix (Fin 2) (Fin 4) ℝ := !![1, 0, 1, 0; 0, 1, 0, 1]

/-- Drude friction on the electron and hole currents, for density `n` of each carrier and
mobilities `μe`, `μh` (all nonzero), in units of the elementary charge. -/
def friction (n μe μh : ℝ) : Matrix (Fin 4) (Fin 4) ℝ :=
  !![1 / (n * μe), 0, 0, 0; 0, 1 / (n * μe), 0, 0;
     0, 0, 1 / (n * μh), 0; 0, 0, 0, 1 / (n * μh)]

/-- Electric field that balances the Lorentz force on the electron and hole currents, per unit
perpendicular field, for density `n ≠ 0` of each carrier in units of the elementary charge. For
equal currents it has opposite signs for the two carriers. -/
def lorentz (n : ℝ) : Matrix (Fin 4) (Fin 4) ℝ :=
  !![0, 1 / n, 0, 0; -(1 / n), 0, 0, 0; 0, 0, 0, -(1 / n); 0, 0, 1 / n, 0]

/-- The resistivity tensor of a compensated two-band Drude metal: the diagonal part grows
as `1 + μe μh B²`, and the Hall part is proportional to `B` and to `μh - μe`. -/
theorem compensated_resistivity {n μe μh : ℝ} (hn : 0 < n) (he : 0 < μe) (hh : 0 < μh)
    (B : ℝ) :
    IsResistivity bandSum (friction n μe μh) (lorentz n) 1 B
      !![(1 + μe * μh * B ^ 2) / (n * (μe + μh)), B * (μe - μh) / (n * (μe + μh));
         B * (μh - μe) / (n * (μe + μh)), (1 + μe * μh * B ^ 2) / (n * (μe + μh))] := by
  have hE : 1 + μe ^ 2 * B ^ 2 ≠ 0 := by positivity
  have hH : 1 + μh ^ 2 * B ^ 2 ≠ 0 := by positivity
  have hs : μe + μh ≠ 0 := by positivity
  -- each band responds with its own Drude tensor
  refine ⟨!![n * μe / (1 + μe ^ 2 * B ^ 2), -(n * μe ^ 2 * B / (1 + μe ^ 2 * B ^ 2)), 0, 0;
    n * μe ^ 2 * B / (1 + μe ^ 2 * B ^ 2), n * μe / (1 + μe ^ 2 * B ^ 2), 0, 0;
    0, 0, n * μh / (1 + μh ^ 2 * B ^ 2), n * μh ^ 2 * B / (1 + μh ^ 2 * B ^ 2);
    0, 0, -(n * μh ^ 2 * B / (1 + μh ^ 2 * B ^ 2)), n * μh / (1 + μh ^ 2 * B ^ 2)], ?_, ?_⟩
  · ext i j
    fin_cases i <;> fin_cases j <;>
      simp [friction, lorentz, Matrix.mul_apply, Fin.sum_univ_four, -mul_eq_zero] <;>
      field_simp <;> ring
  · ext i j
    fin_cases i <;> fin_cases j <;>
      simp only [Matrix.mul_apply, Matrix.transpose_apply, Fin.sum_univ_four,
        Fin.sum_univ_two] <;>
      simp [bandSum, -mul_eq_zero] <;>
      field_simp <;> ring

/-- Compensated metals with `(n, μ) = (1, 2)` and `(2, 1)` have resistivities
`(1 + 4 B²) / 4` and `(1 + B²) / 4` at every field `B`. -/
theorem kohler_violation (B : ℝ) :
    IsResistivity bandSum (friction 1 2 2) (lorentz 1) 1 B
      (((1 + 4 * B ^ 2) / 4) • (1 : Matrix (Fin 2) (Fin 2) ℝ)) ∧
    IsResistivity bandSum (friction 2 1 1) (lorentz 2) 1 B
      (((1 + B ^ 2) / 4) • (1 : Matrix (Fin 2) (Fin 2) ℝ)) := by
  constructor
  · convert compensated_resistivity (n := 1) (μe := 2) (μh := 2)
      (by norm_num) (by norm_num) (by norm_num) B using 1
    ext i j
    fin_cases i <;> fin_cases j <;> simp <;> ring
  · convert compensated_resistivity (n := 2) (μe := 1) (μh := 1)
      (by norm_num) (by norm_num) (by norm_num) B using 1
    ext i j
    fin_cases i <;> fin_cases j <;> simp <;> ring

/-- No single function `F` of field over zero-field resistivity gives the relative
magnetoresistance of all compensated Drude metals with equal mobilities. -/
theorem no_universal_kohler_function :
    ¬ ∃ F : ℝ → ℝ, ∀ n μ B : ℝ, 0 < n → 0 < μ → ∀ ρ r : Matrix (Fin 2) (Fin 2) ℝ,
      IsResistivity bandSum (friction n μ μ) (lorentz n) 1 B ρ →
      IsResistivity bandSum (friction n μ μ) (lorentz n) 1 0 r →
      ρ 0 0 = r 0 0 * (1 + F (B / r 0 0)) := by
  rintro ⟨F, hF⟩
  -- at `B = 1` the two metals demand different values of `F 4`
  have h₁ := hF 1 2 1 (by norm_num) (by norm_num) _ _
    (kohler_violation 1).1 (kohler_violation 0).1
  have h₂ := hF 2 1 1 (by norm_num) (by norm_num) _ _
    (kohler_violation 1).2 (kohler_violation 0).2
  norm_num [Matrix.smul_apply] at h₁ h₂
  linarith

end

end KohlerRule
```

```lean
#print axioms KohlerRule.kohler_rule
#print axioms KohlerRule.kohler_plot
#print axioms KohlerRule.compensated_resistivity
#print axioms KohlerRule.no_universal_kohler_function
```

```
'KohlerRule.kohler_rule' depends on axioms: [propext, Classical.choice, Quot.sound]
'KohlerRule.kohler_plot' depends on axioms: [propext, Classical.choice, Quot.sound]
'KohlerRule.compensated_resistivity' depends on axioms: [propext, Classical.choice, Quot.sound]
'KohlerRule.no_universal_kohler_function' depends on axioms: [propext, Classical.choice, Quot.sound]
```

## Resistivity as a relation between matrices

In a finite discretisation of the linearised Boltzmann equation, the deviation of the electron distribution from equilibrium is a vector $g$ indexed by `m`, and the directions in space are indexed by `d`. The rows of the matrix $V$ are the velocity components, with charges and integration weights absorbed into the matrices. An electric field $E$ drives the system, and the current $j$ is read off from the response:

$$(cL + B\Omega)\,g = V^{\mathsf T}E, \qquad j = Vg.$$

Here $L$ is the collision matrix at unit scattering scale, and $\Omega$ describes how a unit magnetic field moves electrons between states. If $G$ is the inverse of $cL+B\Omega$, the conductivity is $\sigma = VGV^{\mathsf T}$ and the resistivity is $\rho=\sigma^{-1}$.

The definition `IsResistivity V L Ω c B ρ` says exactly this: some $G$ satisfies $(cL+B\Omega)G=1$ and $\rho\,(VGV^{\mathsf T})=1$. For square finite matrices a one-sided inverse is two-sided, so one equation for each inverse is enough. Lean assigns a value even to the inverse of a singular matrix, and the relation keeps such values out. If neither the collisions nor the magnetic term of a model change the number of electrons, the same weighted sum of rows vanishes in $L$ and in $\Omega$, so $cL+B\Omega$ is singular. The relation applies to such a model only after every redundant equation of this kind has been removed, together with the matching freedom in $g$.

The matrices $L$ and $\Omega$ are arbitrary real matrices. Symmetry and positivity of the collision operator, or antisymmetry of the magnetic term, would be physically natural but play no part in the scaling. Of the scattering scale the theorems ask only that $c\neq0$, which includes the physical case $c>0$, and they need a resistivity only at the fields that they mention, which for `kohler_plot` include zero.

The substantial physical assumption is the form $cL$. It stands for a change of temperature or purity that multiplies every scattering rate by the same number and leaves the bands, the carrier densities, the thermal weights of the states and the relative rates alone. If impurity and phonon scattering have different angular patterns and their proportions change, the collision matrix generally changes shape and the hypothesis fails.

## Factoring out the scattering scale

Write $\rho(c,B)$ for the resistivity at scale $c$ and field $B$. The derivation starts from

$$cL+B\Omega = c\left(L+\frac Bc\,\Omega\right).$$

If $G$ inverts the left side, then $cG$ inverts the operator in parentheses, because

$$\left(L+\frac Bc\,\Omega\right)(cG)=(cL+B\Omega)G=1.$$

The conductivity at $(1,B/c)$ is therefore $V(cG)V^{\mathsf T}=c\,\sigma(c,B)$, and its inverse is $c^{-1}\rho(c,B)$. This gives

$$\rho(c,B)=c\,\rho(1,B/c),$$

an equation between whole tensors, Hall components included. At $B=0$ it reduces to $\rho(c,0)=c\,\rho(1,0)$: the zero-field resistivity measures the scattering scale.

This is what turns the rule into a plot. Take two samples $i=1,2$ with the same $V$, $L$ and $\Omega$ but scales $c_i$ and fields $B_i$. For an axis $a$, let $r_i$ be the zero-field diagonal component and $\rho_i$ the component in the field. The zero-field case gives $r_1/c_1=r_2/c_2$. If $B_1/r_1=B_2/r_2$, multiplication by this common ratio gives $B_1/c_1=B_2/c_2$. The tensor rule then gives $\rho_1/c_1=\rho_2/c_2$, and hence

$$\frac{\rho_2}{r_2}=\frac{\rho_1}{r_1}=1+F,$$

where $F$ is the relative magnetoresistance of the first sample. The theorem `kohler_plot` states this without dividing: from $\rho_1=r_1(1+F)$ it concludes $\rho_2=r_2(1+F)$. It assumes $r_1\neq0$, and $r_2\neq0$ follows.

For Boltzmann calculations on a finite set of states with fixed $V$ and $\Omega$ and a collision matrix that varies only in overall scale, a field sweep at $c=1$ thus supplies the resistivity at other scales by rescaling.

## How the Lean proof follows the scaling

The lemma `isResistivity_inv` connects the relation to the usual formula: when the determinants of the Boltzmann operator and the conductivity are invertible, the matrix inverse of the conductivity is a resistivity. The lemma `resistivity_unique` shows that there is no other. Two inverses $G$ and $G'$ of the same operator coincide, so the conductivities coincide, and so do their inverses.

In `resistivity_rescale` the proof supplies `c • G` as the inverse of the rescaled operator. The equation `e` is the factorisation above, and the second goal is the cancellation of $c^{-1}$ against $c$ in $\rho\sigma=1$. Uniqueness then turns this into the equation of `kohler_rule`.

The proof of `kohler_plot` applies rescaling and uniqueness twice. At zero field they give `e₀`, the equality of $r_i/c_i$, from which `hb` derives equal reduced fields. At those fields they give `e`, the equality of $\rho_i/c_i$, and `ring` finishes the algebra.

## Electrons and holes in the same framework

The counterexample has electrons and holes of equal density $n>0$, with mobilities $\mu_e,\mu_h>0$. The four unknowns are the in-plane currents, with electrons at indices 0 and 1 and holes at indices 2 and 3. The matrix `bandSum` takes the place of $V$: its transpose applies the same electric field to both bands, and the matrix itself adds their currents. With the elementary charge set to one, the force balances are

$$E=\frac1{n\mu_e}\begin{pmatrix}1&\mu_eB\\-\mu_eB&1\end{pmatrix}j_e,\qquad
E=\frac1{n\mu_h}\begin{pmatrix}1&-\mu_hB\\\mu_hB&1\end{pmatrix}j_h.$$

The diagonal terms form `friction`, and the terms proportional to $B$ form `lorentz`. Set $D_e=1+\mu_e^2B^2$ and $D_h=1+\mu_h^2B^2$. Inverting each block and adding the currents gives

$$\sigma=\begin{pmatrix}s&t\\-t&s\end{pmatrix},$$

$$s=\frac{n\mu_e}{D_e}+\frac{n\mu_h}{D_h}=\frac{n(\mu_e+\mu_h)(1+\mu_e\mu_hB^2)}{D_eD_h},$$

$$t=-\frac{n\mu_e^2B}{D_e}+\frac{n\mu_h^2B}{D_h}=\frac{nB(\mu_h-\mu_e)(\mu_h+\mu_e)}{D_eD_h}.$$

The identity $(1+\mu_e\mu_hB^2)^2+B^2(\mu_h-\mu_e)^2=D_eD_h$ simplifies the determinant to

$$s^2+t^2=\frac{n^2(\mu_e+\mu_h)^2}{D_eD_h}.$$

Dividing by it yields

$$\rho_{00}=\rho_{11}=\frac{s}{s^2+t^2}=\frac{1+\mu_e\mu_hB^2}{n(\mu_e+\mu_h)},\qquad
\rho_{01}=-\rho_{10}=\frac{-t}{s^2+t^2}=\frac{B(\mu_e-\mu_h)}{n(\mu_e+\mu_h)}.$$

This is `compensated_resistivity`. Its proof writes down the block inverse explicitly, then checks the sixteen entries of the first matrix equation and the four entries of the second. After `fin_cases` has selected an entry, `field_simp` clears the denominators and `ring` verifies the remaining polynomial identity.

The opposite signs in the two force balances matter. If the holes were given the electrons' magnetic term, equal mobilities would yield $\rho_{00}=1/(2n\mu)$ at every field, and the magnetoresistance would disappear.

## Same zero-field resistivity, different magnetoresistance

For equal mobilities $\mu_e=\mu_h=\mu$ the Hall part vanishes and

$$\rho_{00}(B)=\frac{1+\mu^2B^2}{2n\mu}.$$

The pairs $(n,\mu)=(1,2)$ and $(2,1)$ give $(1+4B^2)/4$ and $(1+B^2)/4$. Both metals have zero-field resistivity $1/4$, but their relative magnetoresistances are $4B^2$ and $B^2$. The theorem `kohler_violation` states the two resistivity tensors, obtained by inserting these numbers into the general formula.

At $B=1$ both metals sit at the same point $B/\rho_{00}(0)=4$ of a Kohler plot. A common function $F$ would have to satisfy $F(4)=4$ for the first metal and $F(4)=1$ for the second. This contradiction proves `no_universal_kohler_function`: no real function serves every compensated Drude metal with equal mobilities. In the proof, `norm_num` evaluates the two demands and `linarith` finds them incompatible.

The word "violation" needs care here, since `kohler_rule` applies to each of these metals when its own scattering scale is varied. The two metals have the same friction matrix, because $n\mu=2$ in both, but different magnetic matrices, because their densities differ. They are therefore not samples that differ only in $c$. With $x=B/\rho_{00}(0)=2n\mu B$, the magnetoresistance $\mu^2B^2$ becomes $x^2/(4n^2)$: within this model the mobility drops out of the curve while the density remains. A material described by it would leave its Kohler curve if its carrier density changed with temperature, even with a single relaxation rate for both bands.
